# A finite matrix is cyclic under the partial trace against every operator exactly when it acts on the traced factor alone

To derive an equation of motion for a system coupled to a bath, one starts from the full density matrix ρ (with ħ = 1),

dρ/dt = −i [H_S⊗1 + 1⊗H_B + H_I, ρ],

and traces over the bath. Here H_S is the Hamiltonian of the system, H_B that of the bath, and H_I is their coupling. The bath's own term drops out, and with ρ_S = Tr₂ ρ this leaves

dρ_S/dt = −i [H_S, ρ_S] − i Tr₂ [H_I, ρ].

Dropping H_B uses Tr₂(ρN) = Tr₂(Nρ) for N = 1⊗H_B. Which operators N can be moved around in this way, whatever stands next to them? For finite matrices the answer is exactly those of the form N = 1⊗B.

The mistake to avoid is to drop the coupling term as well, because "the trace of a commutator vanishes". For finite matrices that holds for the full trace. Under the partial trace, a coupling H_I = A⊗B with B ≠ 0 and A not a multiple of the identity gives Tr₂ [H_I, ρ] ≠ 0 for at least one density matrix ρ.

## Two finite factors, the second traced out

The basis states of the kept subsystem are labelled by a finite set m, those of the traced subsystem by a finite set n. Either set may be empty. Replacing a real bath, which usually has infinitely many states and unbounded operators, by a finite basis is a step that the theorems do not justify.

```lean
import Mathlib

open Matrix
open scoped Kronecker

namespace PartialTraceCyclicity

variable {m n : Type*} [Fintype m] [Fintype n] [DecidableEq m] [DecidableEq n]
```

An operator on the composite system is a matrix whose rows and columns are labelled by pairs. Its partial trace over the second factor is

(Tr₂ M)(i,j) = Σₖ M((i,k),(j,k)).

This is complex-linear in M, and `partialTrace` is defined as a linear map, so that linearity is available later without further argument. No positivity or normalisation is required of M.

```lean
/-- The partial trace over the second factor, as a linear map from operators on the composite
system to operators on the first subsystem. -/
def partialTrace : Matrix (m × n) (m × n) ℂ →ₗ[ℂ] Matrix m m ℂ where
  toFun M := Matrix.of fun i j => ∑ k, M (i, k) (j, k)
  map_add' M N := by
    ext i j
    simp [Finset.sum_add_distrib]
  map_smul' c M := by
    ext i j
    simp [Finset.mul_sum]
```

## Matrix units read off single entries

Write δ(a,i) for 1 if a = i and 0 otherwise. Let E be the matrix with a single 1 in row (a,k) and column (b,l); in Lean it is `Matrix.single (a, k) (b, l) 1`. Multiplying from the left by E moves row (b,l) of N into row (a,k):

(EN)((i,r),(j,r)) = δ(a,i) δ(k,r) N((b,l),(j,r)).

Summing over r leaves

(Tr₂ EN)(i,j) = δ(a,i) N((b,l),(j,k)).

The auxiliary fact `h` gives the entries of the product, and the case split on `a = i` carries out the sum.

```lean
/-- Each entry of the partial trace of a matrix unit times `N` is either an entry of `N` or zero. -/
theorem partialTrace_single_mul (N : Matrix (m × n) (m × n) ℂ) (a b i j : m) (k l : n) :
    partialTrace (Matrix.single (a, k) (b, l) 1 * N) i j =
      if a = i then N (b, l) (j, k) else 0 := by
  have h : ∀ x y p q : m × n,
      (Matrix.single x y (1 : ℂ) * N) p q = if x = p then N y q else 0 := by
    intro x y p q
    by_cases hx : x = p <;> simp [hx, Matrix.mul_apply, Matrix.single_apply]
  change ∑ p, (Matrix.single (a, k) (b, l) (1 : ℂ) * N) (i, p) (j, p) = _
  simp only [h]
  by_cases hi : a = i <;> simp [hi]
```

In the other order, E moves column (a,k) of N into column (b,l):

(NE)((i,r),(j,r)) = N((i,r),(a,k)) δ(b,j) δ(l,r),

(Tr₂ NE)(i,j) = δ(b,j) N((i,l),(a,k)).

```lean
/-- Each entry of the partial trace of `N` times a matrix unit is either an entry of `N` or zero. -/
theorem partialTrace_mul_single (N : Matrix (m × n) (m × n) ℂ) (a b i j : m) (k l : n) :
    partialTrace (N * Matrix.single (a, k) (b, l) 1) i j =
      if b = j then N (i, l) (a, k) else 0 := by
  have h : ∀ x y p q : m × n,
      (N * Matrix.single x y (1 : ℂ)) p q = if y = q then N p x else 0 := by
    intro x y p q
    by_cases hy : y = q <;> simp [hy, Matrix.mul_apply, Matrix.single_apply]
  change ∑ p, (N * Matrix.single (a, k) (b, l) (1 : ℂ)) (i, p) (j, p) = _
  simp only [h]
  by_cases hj : b = j <;> simp [hj]
```

## Cyclicity forces N = 1⊗B

Suppose that Tr₂(MN) = Tr₂(NM) for every M. Taking M = E and equating the two results gives

δ(a,i) N((b,l),(j,k)) = δ(b,j) N((i,l),(a,k)).

Fix one label a and set i = a:

N((b,l),(j,k)) = δ(b,j) N((a,l),(a,k)).

The blocks of N with b ≠ j therefore vanish, and all diagonal blocks equal the same matrix B(l,k) = N((a,l),(a,k)). This says N = 1⊗B. If m is empty there is no a to fix, but N then has no entries and any B will do.

Conversely, let N = 1⊗B. Then

(Tr₂ MN)(i,j) = Σₖ Σₗ M((i,k),(j,l)) B(l,k),

(Tr₂ NM)(i,j) = Σₖ Σₗ B(k,l) M((i,l),(j,k)).

Exchanging the names k and l turns one into the other. In the proof, `key` is the equation between entries, `h1` and `h2` in the second half are the two products, and `Finset.sum_comm` exchanges the sums.

The brackets around `∀ M, ...` in the statement matter. Without them the theorem would claim the equivalence separately for each M, which fails for M = 1: the identity commutes with every N, including those not of the form 1⊗B.

```lean
/-- An operator `N` can be moved cyclically under the partial trace past every operator `M` of
the composite system if and only if `N` acts on the traced subsystem alone. -/
theorem partialTrace_cyclic_iff (N : Matrix (m × n) (m × n) ℂ) :
    (∀ M, partialTrace (M * N) = partialTrace (N * M)) ↔
      ∃ B : Matrix n n ℂ, N = (1 : Matrix m m ℂ) ⊗ₖ B := by
  constructor
  · intro h
    -- test the cyclic property on matrix units
    have key : ∀ (a b i j : m) (k l : n),
        (if a = i then N (b, l) (j, k) else 0) = if b = j then N (i, l) (a, k) else 0 := by
      intro a b i j k l
      rw [← partialTrace_single_mul, ← partialTrace_mul_single, h]
    rcases isEmpty_or_nonempty m with hm | ⟨⟨a⟩⟩
    · exact ⟨0, by ext ⟨i, _⟩; exact hm.elim i⟩
    · refine ⟨Matrix.of fun l k => N (a, l) (a, k), ?_⟩
      ext ⟨b, l⟩ ⟨j, k⟩
      have h1 := key a b a j k l
      by_cases hb : b = j
      · subst hb
        simpa using h1
      · simpa [hb, Matrix.one_apply] using h1
  · rintro ⟨B, rfl⟩ M
    have h1 : ∀ (p : m × n) (j : m) (k : n),
        (M * ((1 : Matrix m m ℂ) ⊗ₖ B)) p (j, k) = ∑ l, M p (j, l) * B l k := by
      intro p j k
      rw [Matrix.mul_apply, Fintype.sum_prod_type, Finset.sum_eq_single j]
      · simp
      · intro b _ hb
        simp [hb]
      · simp
    have h2 : ∀ (q : m × n) (i : m) (k : n),
        (((1 : Matrix m m ℂ) ⊗ₖ B) * M) (i, k) q = ∑ l, B k l * M (i, l) q := by
      intro q i k
      rw [Matrix.mul_apply, Fintype.sum_prod_type, Finset.sum_eq_single i]
      · simp
      · intro b _ hb
        simp [Ne.symm hb]
      · simp
    ext i j
    change ∑ k, (M * ((1 : Matrix m m ℂ) ⊗ₖ B)) (i, k) (j, k) =
      ∑ k, (((1 : Matrix m m ℂ) ⊗ₖ B) * M) (i, k) (j, k)
    simp only [h1, h2]
    -- exchange the two sums over the traced index
    rw [Finset.sum_comm]
    exact Finset.sum_congr rfl fun k _ => Finset.sum_congr rfl fun l _ => mul_comm _ _
```

## Product operators

For N = A⊗B with B ≠ 0, cyclicity against every M means A⊗B = 1⊗C for some C, or in entries

A(i,j) B(k,l) = δ(i,j) C(k,l).

Choose k and l with B(k,l) ≠ 0 and divide:

A(i,j) = c δ(i,j), with c = C(k,l)/B(k,l).

In the other direction, (c1)⊗B = 1⊗(cB). If B were zero, the product would vanish and cyclicity would hold for every A, so the conclusion would fail for any A that is not a multiple of the identity.

```lean
/-- For a product operator `A ⊗ B` with `B ≠ 0`, the partial trace is cyclic against every
operator of the composite system if and only if `A` is a multiple of the identity. -/
theorem partialTrace_cyclic_product_iff (A : Matrix m m ℂ) {B : Matrix n n ℂ} (hB : B ≠ 0) :
    (∀ M, partialTrace (M * (A ⊗ₖ B)) = partialTrace ((A ⊗ₖ B) * M)) ↔
      ∃ c : ℂ, A = c • (1 : Matrix m m ℂ) := by
  rw [partialTrace_cyclic_iff]
  constructor
  · rintro ⟨C, hC⟩
    -- compare entries at a place where `B` does not vanish
    obtain ⟨k, l, hkl⟩ : ∃ k l, B k l ≠ 0 := by
      by_contra hcon
      push Not at hcon
      exact hB (by ext k l; exact hcon k l)
    refine ⟨C k l / B k l, ?_⟩
    ext i j
    have h : A i j * B k l = (1 : Matrix m m ℂ) i j * C k l :=
      congrFun (congrFun hC (i, k)) (j, l)
    rw [Matrix.smul_apply, smul_eq_mul, div_mul_eq_mul_div, eq_div_iff hkl, h, mul_comm]
  · rintro ⟨c, rfl⟩
    refine ⟨c • B, ?_⟩
    ext ⟨i, k⟩ ⟨j, l⟩
    change c * (1 : Matrix m m ℂ) i j * B k l = (1 : Matrix m m ℂ) i j * (c * B k l)
    ring
```

## Pure states determine a linear map

To pass from operators to states, let f be a complex-linear map on matrices with f(|ψ⟩⟨ψ|) = 0 for every vector ψ. For any vectors u and w,

|u⟩⟨w| = ¼ ( |u+w⟩⟨u+w| − |u−w⟩⟨u−w| + i |u+iw⟩⟨u+iw| − i |u−iw⟩⟨u−iw| ).

The first two terms in the bracket add up to 2(|u⟩⟨w| + |w⟩⟨u|), the last two to 2(|u⟩⟨w| − |w⟩⟨u|). Hence f(|u⟩⟨w|) = 0. Every matrix M is a sum of such terms, one for each column:

M = Σⱼ |Mⱼ⟩⟨eⱼ|,

where Mⱼ is column j and eⱼ the j-th basis vector. So f(M) = 0 for all M.

In Lean, |ψ⟩⟨ψ| is `vecMulVec ψ (star ψ)`, and ψ need not be normalised. Unit vectors would serve equally well, since for ψ ≠ 0 the value f(|ψ⟩⟨ψ|) is ⟨ψ|ψ⟩ times the value for the normalised vector, and for ψ = 0 it is zero by linearity. The identity for |u⟩⟨w| is `e1`, checked entry by entry using i² = −1, and `hM` is the sum over columns.

```lean
/-- A complex-linear map on operators that vanishes on `|ψ⟩⟨ψ|` for every vector `ψ` is zero. -/
theorem eq_zero_of_pure_states {d e : Type*} [Fintype d] [DecidableEq d]
    (f : Matrix d d ℂ →ₗ[ℂ] Matrix e e ℂ)
    (h : ∀ ψ : d → ℂ, f (vecMulVec ψ (star ψ)) = 0) : f = 0 := by
  -- polarisation: `|u⟩⟨w|` is a combination of four matrices of the form `|ψ⟩⟨ψ|`
  have key : ∀ u w : d → ℂ, f (vecMulVec u (star w)) = 0 := by
    intro u w
    have e1 : vecMulVec u (star w) = (1 / 4 : ℂ) •
        (vecMulVec (u + w) (star (u + w)) - vecMulVec (u - w) (star (u - w))
          + Complex.I • vecMulVec (u + Complex.I • w) (star (u + Complex.I • w))
          - Complex.I • vecMulVec (u - Complex.I • w) (star (u - Complex.I • w))) := by
      ext i j
      simp only [Matrix.vecMulVec_apply, Matrix.smul_apply, Matrix.add_apply, Matrix.sub_apply,
        Pi.add_apply, Pi.sub_apply, Pi.smul_apply, Pi.star_apply, smul_eq_mul, star_add,
        star_sub, star_smul, Complex.star_def, Complex.conj_I]
      linear_combination (1 / 2) * (u i * (starRingEnd ℂ) (w j)
        - w i * (starRingEnd ℂ) (u j)) * Complex.I_sq
    rw [e1]
    simp only [map_smul, map_add, map_sub, h, smul_zero, sub_zero, add_zero]
  refine LinearMap.ext fun M => ?_
  have hs : ∀ j k : d, (star (Pi.single j (1 : ℂ) : d → ℂ)) k = if k = j then 1 else 0 := by
    intro j k
    by_cases hk : k = j <;> simp [hk]
  -- decompose `M` into its columns
  have hM : M = ∑ j, vecMulVec (fun i => M i j) (star (Pi.single j (1 : ℂ) : d → ℂ)) := by
    ext i k
    simp only [Matrix.sum_apply, Matrix.vecMulVec_apply, hs]
    simp
  rw [LinearMap.zero_apply, hM, map_sum]
  exact Finset.sum_eq_zero fun j _ => key _ _
```

## Unitaries that the first subsystem cannot detect

Let U be a unitary on the composite system, with adjoint U†, written `Uᴴ` in Lean. Suppose that it never changes the reduced state of the first subsystem:

Tr₂(U|ψ⟩⟨ψ|U†) = Tr₂(|ψ⟩⟨ψ|) for every ψ.

For nonzero ψ the normalised reduced state is Tr₂(|ψ⟩⟨ψ|)/⟨ψ|ψ⟩; U preserves the denominator, so the condition is the same for normalised states. The difference of the two sides is a linear map of |ψ⟩⟨ψ|, and by the previous step it vanishes on all matrices ρ, Hermitian or not. Put ρ = MU:

Tr₂(MU) = Tr₂(U M U U†) = Tr₂(UM).

This is cyclicity against U, so U = 1⊗V. From UU† = 1 follows 1⊗VV† = 1, and any diagonal block of this equation reads VV† = 1. If m is empty, V = 1 serves.

Conversely, if U = 1⊗V, cyclicity gives

Tr₂(UρU†) = Tr₂(ρU†U) = Tr₂ ρ.

In quantum mechanics this means that a joint unitary on two finite-dimensional subsystems leaves the first subsystem's reduced state unchanged for every joint pure state exactly when it is a unitary on the second subsystem alone. The vectors ψ include entangled ones. With the second subsystem always prepared in one fixed state |0⟩ the condition would be weaker: a gate that acts on the first subsystem only when the second is in |1⟩ would then go unnoticed.

The Lean proof follows the same order. `hf` applies the result on pure states to the difference map, `key` is the invariance for all ρ, and the argument passed to `partialTrace_cyclic_iff` is the substitution ρ = MU.

```lean
/-- A unitary `U` on the composite system leaves the reduced state of the first subsystem
unchanged for every vector `ψ` if and only if `U` is a unitary of the second subsystem alone. -/
theorem unitary_preserves_reduced_state_iff {U : Matrix (m × n) (m × n) ℂ}
    (hU : U ∈ Matrix.unitaryGroup (m × n) ℂ) :
    (∀ ψ : m × n → ℂ, partialTrace (U * vecMulVec ψ (star ψ) * Uᴴ) =
        partialTrace (vecMulVec ψ (star ψ))) ↔
      ∃ V ∈ Matrix.unitaryGroup n ℂ, U = (1 : Matrix m m ℂ) ⊗ₖ V := by
  have h1 : U * Uᴴ = 1 := Matrix.mem_unitaryGroup_iff.mp hU
  have h2 : Uᴴ * U = 1 := mul_eq_one_comm.mp h1
  constructor
  · intro h
    have hf := eq_zero_of_pure_states
      (partialTrace ∘ₗ LinearMap.mulRight ℂ Uᴴ ∘ₗ LinearMap.mulLeft ℂ U - partialTrace)
      (fun ψ => sub_eq_zero.mpr (h ψ))
    have key : ∀ ρ, partialTrace (U * ρ * Uᴴ) = partialTrace ρ :=
      fun ρ => sub_eq_zero.mp (LinearMap.congr_fun hf ρ)
    -- inserting `ρ = M U` turns invariance into cyclicity
    obtain ⟨B, rfl⟩ := (partialTrace_cyclic_iff U).mp fun M => by
      rw [← key (M * U), mul_assoc, mul_assoc, h1, mul_one]
    rcases isEmpty_or_nonempty m with hm | ⟨⟨a⟩⟩
    · exact ⟨1, one_mem _, by ext ⟨i, _⟩; exact hm.elim i⟩
    · refine ⟨B, Matrix.mem_unitaryGroup_iff.mpr ?_, rfl⟩
      rw [Matrix.conjTranspose_kronecker, ← Matrix.mul_kronecker_mul,
        Matrix.conjTranspose_one, one_mul] at h1
      rw [Matrix.star_eq_conjTranspose]
      ext k l
      simpa [Matrix.one_apply] using congrFun (congrFun h1 (a, k)) (a, l)
  · rintro ⟨V, _, hV⟩ ψ
    rw [mul_assoc, ← (partialTrace_cyclic_iff U).mpr ⟨V, hV⟩, mul_assoc, h2, mul_one]

end PartialTraceCyclicity
```

```lean
#print axioms PartialTraceCyclicity.partialTrace_cyclic_iff
-- 'PartialTraceCyclicity.partialTrace_cyclic_iff' depends on axioms: [propext, Classical.choice, Quot.sound]
#print axioms PartialTraceCyclicity.partialTrace_cyclic_product_iff
-- 'PartialTraceCyclicity.partialTrace_cyclic_product_iff' depends on axioms: [propext, Classical.choice, Quot.sound]
#print axioms PartialTraceCyclicity.unitary_preserves_reduced_state_iff
-- 'PartialTraceCyclicity.unitary_preserves_reduced_state_iff' depends on axioms: [propext, Classical.choice, Quot.sound]
```
